# Finite thickness lowers the Coulomb interaction of a multi-plane electron layer at each in-plane wave number by at most $2\pi e^2$ times the charge-weighted mean separation of its planes

Electrons in a quantum well move freely in two directions, but their charge also has some extent in the third. A two-dimensional gas that is ideal in the sense of having zero thickness ignores that extent. In a uniform medium without image charges its electrons interact through $2\pi/q$ at in-plane wave number $q$, in units with $e^2=1$. How much does the thickness reduce this interaction, and what is left of the reduction at long wavelengths, where $2\pi/q$ itself diverges?

Let the charge of every electron be spread over the same finitely many parallel planes at heights $z_i$, with the same weights $p_i\ge 0$ that sum to 1. For every $q>0$ the reduction then lies between 0 and $2\pi\sum_{i,j}p_ip_j|z_i-z_j|$, and it tends to this upper bound as $q\to0^+$. For such a fixed, discrete charge profile, the effective interaction used in a model of a quasi-two-dimensional gas therefore keeps the $2\pi/q$ divergence and differs from it by a bounded amount.

## Planes, weights and their interaction

The planes are labelled by a finite type `ι`. Heights and weights are functions `z` and `p` from `ι` to the real numbers, and two labels may share the same height.

```lean
import Mathlib

open Filter Topology
open scoped Real

namespace LayeredElectronGas

noncomputable section

variable {ι : Type*} [Fintype ι]
```

The form factor of the layer is

$$F(q)=\sum_{i,j}p_ip_j\,e^{-q|z_i-z_j|}.$$

The sum runs over ordered pairs and includes $i=j$, where the exponential is 1.

```lean
/-- Form factor `F(q)` of a charge layer made of planes at heights `z i` with weights `p i`. -/
def formFactor (p z : ι → ℝ) (q : ℝ) : ℝ :=
  ∑ i, ∑ j, p i * p j * Real.exp (-(q * |z i - z j|))
```

Two charges in planes a distance $d$ apart, with in-plane separation $r$, interact through $1/\sqrt{r^2+d^2}$. The two-dimensional Fourier transform of this potential is $(2\pi/q)e^{-qd}$. The file takes the transformed expression as its starting point and does not derive it. It stands for the bare Coulomb interaction in a uniform medium, whose dielectric constant is absorbed into $e^2$, without image charges. Both electrons have the same charge profile and their heights are taken to be uncorrelated, so a pair of planes carries the weight $p_ip_j$. Averaging over pairs of planes gives the layer interaction

$$V(q)=\sum_{i,j}p_ip_j\,\frac{2\pi}{q}\,e^{-q|z_i-z_j|}.$$

```lean
/-- Coulomb interaction of the layer with itself at in-plane wave number `q > 0`, in units with
`e² = 1`: planes a distance `d` apart interact through `(2π/q) exp(-q d)`. -/
def layerInteraction (p z : ι → ℝ) (q : ℝ) : ℝ :=
  ∑ i, ∑ j, p i * p j * (2 * π / q * Real.exp (-(q * |z i - z j|)))
```

The softening is the interaction at zero thickness minus that of the layer:

$$S(q)=\frac{2\pi}{q}-V(q).$$

```lean
/-- Softening by finite thickness: the interaction `2π/q` of an ideal two-dimensional gas minus that
of the layer, for `q > 0`. -/
def softening (p z : ι → ℝ) (q : ℝ) : ℝ :=
  2 * π / q - layerInteraction p z q
```

Two averages over pairs of planes will control it. The first is the mean separation $D_1=\sum_{i,j}p_ip_j|z_i-z_j|$.

```lean
/-- Distance `|z i - z j|` averaged over all ordered pairs of planes with weights `p i * p j`, pairs
with `i = j` included. -/
def meanSeparation (p z : ι → ℝ) : ℝ :=
  ∑ i, ∑ j, p i * p j * |z i - z j|
```

The second is the mean squared separation $D_2=\sum_{i,j}p_ip_j|z_i-z_j|^2$.

```lean
/-- Squared distance `|z i - z j| ^ 2` averaged over all ordered pairs of planes with weights
`p i * p j`, pairs with `i = j` included. -/
def meanSqSeparation (p z : ι → ℝ) : ℝ :=
  ∑ i, ∑ j, p i * p j * |z i - z j| ^ 2
```

## The softening as an average over pairs

The factor $2\pi/q$ is common to all terms of $V$, so $V(q)=(2\pi/q)F(q)$ and

$$S(q)=\frac{2\pi}{q}\bigl(1-F(q)\bigr).$$

This identity needs no condition on the weights. In the proof, `Finset.mul_sum` moves the common factor into the double sum, and the terms are then compared one by one.

```lean
/-- The softening is `(2π/q) (1 - F(q))`. -/
theorem softening_eq_formFactor (p z : ι → ℝ) (q : ℝ) :
    softening p z q = 2 * π / q * (1 - formFactor p z q) := by
  have h : layerInteraction p z q = 2 * π / q * formFactor p z q := by
    simp only [layerInteraction, formFactor, Finset.mul_sum]
    exact Finset.sum_congr rfl fun i _ => Finset.sum_congr rfl fun j _ => by ring
  rw [softening, h]
  ring
```

Normalisation enters next. Since $\sum_{i,j}p_ip_j=\bigl(\sum_ip_i\bigr)^2=1$, the ideal interaction can be spread over the same pairs:

$$S(q)=\sum_{i,j}p_ip_j\,\frac{2\pi}{q}\bigl(1-e^{-q|z_i-z_j|}\bigr).$$

The step `h1` is the squared normalisation. The `calc` block inserts this factor of 1 and subtracts the two double sums term by term.

```lean
/-- For weights with sum 1, the softening is the weighted average over pairs of planes of
`(2π/q) (1 - exp(-q d))`, with `d` the distance within the pair. -/
theorem softening_eq_sum (p z : ι → ℝ) (hp : ∑ i, p i = 1) (q : ℝ) :
    softening p z q =
      ∑ i, ∑ j, p i * p j * (2 * π / q * (1 - Real.exp (-(q * |z i - z j|)))) := by
  have h1 : ∑ i, ∑ j, p i * p j = 1 := by
    rw [← Finset.sum_mul_sum, hp, one_mul]
  calc softening p z q
      = 2 * π / q * (∑ i, ∑ j, p i * p j) - layerInteraction p z q := by
        rw [h1, mul_one, softening]
    _ = _ := by
        simp only [layerInteraction, Finset.mul_sum, ← Finset.sum_sub_distrib]
        exact Finset.sum_congr rfl fun i _ => Finset.sum_congr rfl fun j _ => by ring
```

## Bounds for one pair of planes

Let $d\ge0$ be the distance within a pair and put $x=qd\ge0$. The inequality $1-x\le e^{-x}$ gives $1-e^{-x}\le x$. For a bound from the other side, start from

$$\Bigl(1-x+\frac{x^2}{2}\Bigr)\Bigl(1+x+\frac{x^2}{2}\Bigr)=1+\frac{x^4}{4}\ge1.$$

The first factor equals $\tfrac12\bigl[(x-1)^2+1\bigr]$ and is positive, while the second is at most $e^x$. Hence $(1-x+x^2/2)\,e^x\ge1$, and multiplication by $e^{-x}$ gives $e^{-x}\le1-x+x^2/2$. Together,

$$x-\frac{x^2}{2}\le1-e^{-x}\le x.$$

Multiplying by $2\pi/q>0$ and restoring $x=qd$ yields

$$2\pi d-\pi q d^2\le\frac{2\pi}{q}\bigl(1-e^{-qd}\bigr)\le2\pi d.$$

In the code, `hup` and `hlow` are the two inequalities for $1-e^{-x}$, and `h3` is the product identity. The last lines carry out the multiplication by $2\pi/q$, using `hc`, which says that $(2\pi/q)\,q=2\pi$.

```lean
/-- For `q > 0` and two planes a distance `d ≥ 0` apart, `(2π/q) (1 - exp(-q d))` lies between
`2π d - π q d²` and `2π d`. -/
theorem pair_bounds {q d : ℝ} (hq : 0 < q) (hd : 0 ≤ d) :
    2 * π * d - π * q * d ^ 2 ≤ 2 * π / q * (1 - Real.exp (-(q * d))) ∧
      2 * π / q * (1 - Real.exp (-(q * d))) ≤ 2 * π * d := by
  have hx : 0 ≤ q * d := mul_nonneg hq.le hd
  have hup : 1 - Real.exp (-(q * d)) ≤ q * d := by
    linarith [Real.add_one_le_exp (-(q * d))]
  -- exp(-x) ≤ 1 - x + x²/2, because (1 - x + x²/2)(1 + x + x²/2) = 1 + x⁴/4
  have hlow : q * d - (q * d) ^ 2 / 2 ≤ 1 - Real.exp (-(q * d)) := by
    generalize q * d = x at hx
    have ha : 0 ≤ 1 - x + x ^ 2 / 2 := by nlinarith [sq_nonneg (x - 1)]
    have h1 : 1 ≤ (1 - x + x ^ 2 / 2) * Real.exp x := by
      have h2 := mul_le_mul_of_nonneg_left (Real.quadratic_le_exp_of_nonneg hx) ha
      have h3 : (1 - x + x ^ 2 / 2) * (1 + x + x ^ 2 / 2) = 1 + (x ^ 2) ^ 2 / 4 := by ring
      linarith [sq_nonneg (x ^ 2)]
    have h4 := mul_le_mul_of_nonneg_right h1 (Real.exp_pos (-x)).le
    rw [one_mul, mul_assoc, ← Real.exp_add, add_neg_cancel, Real.exp_zero, mul_one] at h4
    linarith
  have hc : 2 * π / q * q = 2 * π := div_mul_cancel₀ _ hq.ne'
  have hc0 : 0 ≤ 2 * π / q := by positivity
  generalize 2 * π / q = c at hc hc0 ⊢
  constructor
  · calc 2 * π * d - π * q * d ^ 2 = c * (q * d - (q * d) ^ 2 / 2) := by
          linear_combination (q * d ^ 2 / 2 - d) * hc
      _ ≤ _ := mul_le_mul_of_nonneg_left hlow hc0
  · calc c * (1 - Real.exp (-(q * d))) ≤ c * (q * d) := mul_le_mul_of_nonneg_left hup hc0
      _ = 2 * π * d := by linear_combination d * hc
```

## Averaging and the long-wavelength limit

Each $p_ip_j$ is nonnegative, so the lower bound for a pair survives multiplication by it. Summing over pairs gives

$$2\pi D_1-\pi qD_2\le S(q).$$

The softening thus falls short of $2\pi D_1$ by at most an amount linear in $q$. `Finset.sum_le_sum`, applied once for each index, reduces the claim to a single pair.

```lean
/-- For nonnegative weights with sum 1 and `q > 0`, the softening falls short of `2π` times the
mean separation by at most `π q` times the mean squared separation. -/
theorem softening_lower (p z : ι → ℝ) (h0 : ∀ i, 0 ≤ p i) (hp : ∑ i, p i = 1)
    {q : ℝ} (hq : 0 < q) :
    2 * π * meanSeparation p z - π * q * meanSqSeparation p z ≤ softening p z q := by
  rw [softening_eq_sum p z hp]
  simp only [meanSeparation, meanSqSeparation, Finset.mul_sum, ← Finset.sum_sub_distrib]
  refine Finset.sum_le_sum fun i _ => Finset.sum_le_sum fun j _ => ?_
  calc _ = p i * p j * (2 * π * |z i - z j| - π * q * |z i - z j| ^ 2) := by ring
    _ ≤ _ := mul_le_mul_of_nonneg_left (pair_bounds hq (abs_nonneg _)).1
        (mul_nonneg (h0 i) (h0 j))
```

Summing the upper bounds in the same way gives $S(q)\le2\pi D_1$. Since $e^{-q|z_i-z_j|}\le1$, every term of the pair average is nonnegative, so $S(q)\ge0$. For $q>0$ we now have

$$2\pi D_1-\pi qD_2\le S(q)\le2\pi D_1,$$

and both outer expressions tend to $2\pi D_1$ as $q\to0^+$.

The theorem states, for any finite set of planes, that $0\le S(q)\le2\pi D_1$ for every $q>0$ and that $S(q)\to2\pi D_1$ as $q\to0^+$. The hypotheses `h0` and `hp` say that the weights are nonnegative and sum to 1. The first part of the conclusion is the pair of bounds at every $q>0$. The second is the limit, where `𝓝[>] 0` means that $q$ approaches 0 through positive values only, so the value that Lean assigns to $2\pi/q$ at $q=0$ plays no role. In the proof, `hb` collects the bounds, `hl` is the limit of the linear lower bound, and the squeeze lemma `tendsto_of_tendsto_of_tendsto_of_le_of_le'` combines them. A continuous density profile is not treated, nor is a profile that changes with the state of the electrons.

```lean
/-- For nonnegative weights with sum 1, the softening at every `q > 0` lies between 0 and `2π`
times the mean separation of the planes, and it tends to that upper bound as `q → 0+`. -/
theorem softening_bounds_and_limit (p z : ι → ℝ) (h0 : ∀ i, 0 ≤ p i) (hp : ∑ i, p i = 1) :
    (∀ q : ℝ, 0 < q → 0 ≤ softening p z q ∧ softening p z q ≤ 2 * π * meanSeparation p z) ∧
      Tendsto (softening p z) (𝓝[>] 0) (𝓝 (2 * π * meanSeparation p z)) := by
  have hb : ∀ q : ℝ, 0 < q →
      0 ≤ softening p z q ∧ softening p z q ≤ 2 * π * meanSeparation p z := by
    intro q hq
    rw [softening_eq_sum p z hp]
    constructor
    · refine Finset.sum_nonneg fun i _ => Finset.sum_nonneg fun j _ => ?_
      have he : Real.exp (-(q * |z i - z j|)) ≤ 1 :=
        Real.exp_le_one_iff.mpr (neg_nonpos.mpr (mul_nonneg hq.le (abs_nonneg _)))
      exact mul_nonneg (mul_nonneg (h0 i) (h0 j))
        (mul_nonneg (by positivity) (sub_nonneg.mpr he))
    · simp only [meanSeparation, Finset.mul_sum]
      refine Finset.sum_le_sum fun i _ => Finset.sum_le_sum fun j _ => ?_
      calc _ ≤ p i * p j * (2 * π * |z i - z j|) :=
            mul_le_mul_of_nonneg_left (pair_bounds hq (abs_nonneg _)).2
              (mul_nonneg (h0 i) (h0 j))
        _ = _ := by ring
  refine ⟨hb, ?_⟩
  -- squeeze between the bound linear in q and the constant upper bound
  have hcont : Continuous fun q : ℝ =>
      2 * π * meanSeparation p z - π * q * meanSqSeparation p z := by fun_prop
  have hl : Tendsto (fun q : ℝ => 2 * π * meanSeparation p z - π * q * meanSqSeparation p z)
      (𝓝[>] 0) (𝓝 (2 * π * meanSeparation p z - π * 0 * meanSqSeparation p z)) :=
    (hcont.tendsto 0).mono_left nhdsWithin_le_nhds
  rw [mul_zero, zero_mul, sub_zero] at hl
  refine tendsto_of_tendsto_of_tendsto_of_le_of_le' hl tendsto_const_nhds ?_ ?_
  · filter_upwards [self_mem_nhdsWithin] with q hq
    exact softening_lower p z h0 hp hq
  · filter_upwards [self_mem_nhdsWithin] with q hq
    exact (hb q hq).2
```

Normalisation without a condition on the signs does not secure the bounds. Take weights $2$ and $-1$ on planes a distance $d>0$ apart. The pair average gives

$$S(q)=-\frac{8\pi}{q}\bigl(1-e^{-qd}\bigr)<0,$$

so the lower bound fails. Here $D_1=-4d$, and $1-e^{-qd}<qd$ implies $S(q)>-8\pi d=2\pi D_1$, so the upper bound fails too. The limit is still $2\pi D_1$ in this example.

## Strict bounds for a layer with real thickness

If all the charge lies at one height, then $S(q)=0=2\pi D_1$ and both bounds are equalities. Suppose instead that planes $k$ and $l$ have $p_k,p_l>0$ and $z_k\ne z_l$. With $x=q|z_k-z_l|>0$ we have $0<1-e^{-x}<x$, so this pair satisfies both bounds strictly. Its weight $p_kp_l$ is positive and no other pair works against it, hence

$$0<S(q)<2\pi D_1\qquad(q>0).$$

The step `key` expresses the principle behind this: if $f_{ij}\le g_{ij}$ for all pairs and $f_{kl}<g_{kl}$, then the weighted sum of $f$ is strictly less than that of $g$. It is used once with $f=0$ for the lower bound and once with $g_{ij}=2\pi|z_i-z_j|$ for the upper bound.

```lean
/-- If, among nonnegative weights with sum 1, two planes at different heights both carry positive
weight, then both bounds on the softening are strict at every `q > 0`. -/
theorem softening_strict (p z : ι → ℝ) (h0 : ∀ i, 0 ≤ p i) (hp : ∑ i, p i = 1)
    {k l : ι} (hk : 0 < p k) (hl : 0 < p l) (hz : z k ≠ z l) {q : ℝ} (hq : 0 < q) :
    0 < softening p z q ∧ softening p z q < 2 * π * meanSeparation p z := by
  -- a weighted double sum is strictly monotone once the pair (k, l) is
  have key : ∀ f g : ι → ι → ℝ, (∀ i j, f i j ≤ g i j) → f k l < g k l →
      ∑ i, ∑ j, p i * p j * f i j < ∑ i, ∑ j, p i * p j * g i j := by
    intro f g hfg hlt
    have hle : ∀ i j, p i * p j * f i j ≤ p i * p j * g i j := fun i j =>
      mul_le_mul_of_nonneg_left (hfg i j) (mul_nonneg (h0 i) (h0 j))
    exact Finset.sum_lt_sum (fun i _ => Finset.sum_le_sum fun j _ => hle i j)
      ⟨k, Finset.mem_univ k, Finset.sum_lt_sum (fun j _ => hle k j)
        ⟨l, Finset.mem_univ l, mul_lt_mul_of_pos_left hlt (mul_pos hk hl)⟩⟩
  have hx : 0 < q * |z k - z l| := mul_pos hq (abs_pos.mpr (sub_ne_zero.mpr hz))
  have hc : 0 < 2 * π / q := by positivity
  rw [softening_eq_sum p z hp]
  constructor
  · have h := key (fun _ _ => 0) (fun i j => 2 * π / q * (1 - Real.exp (-(q * |z i - z j|))))
      (fun i j => mul_nonneg hc.le (sub_nonneg.mpr (Real.exp_le_one_iff.mpr
        (neg_nonpos.mpr (mul_nonneg hq.le (abs_nonneg _))))))
      (mul_pos hc (sub_pos.mpr (Real.exp_lt_one_iff.mpr (neg_lt_zero.mpr hx))))
    simpa only [mul_zero, Finset.sum_const_zero] using h
  · have hlt : 2 * π / q * (1 - Real.exp (-(q * |z k - z l|))) < 2 * π * |z k - z l| := by
      have h1 : 1 - Real.exp (-(q * |z k - z l|)) < q * |z k - z l| := by
        linarith [Real.add_one_lt_exp (neg_ne_zero.mpr hx.ne')]
      calc _ < 2 * π / q * (q * |z k - z l|) := mul_lt_mul_of_pos_left h1 hc
        _ = _ := by rw [← mul_assoc, div_mul_cancel₀ _ hq.ne']
    have h := key (fun i j => 2 * π / q * (1 - Real.exp (-(q * |z i - z j|))))
      (fun i j => 2 * π * |z i - z j|) (fun i j => (pair_bounds hq (abs_nonneg _)).2) hlt
    refine h.trans_eq ?_
    simp only [meanSeparation, Finset.mul_sum]
    exact Finset.sum_congr rfl fun i _ => Finset.sum_congr rfl fun j _ => by ring
```

## Two equally weighted planes

For heights $0$ and $d$ with weights $\tfrac12$ each, only the two ordered pairs of different planes contribute to the mean separation:

$$D_1=2\cdot\frac14\,|d|=\frac{|d|}{2},\qquad\lim_{q\to0^+}S(q)=2\pi D_1=\pi|d|.$$

The number $d$ may have either sign or be zero. Each electron is shared equally between the two planes here. In a bilayer whose electrons are each confined to one plane, the interaction is instead $2\pi/q$ within a plane and $(2\pi/q)e^{-q|d|}$ between the planes. In Lean the weights and heights are the vectors `![1 / 2, 1 / 2]` and `![0, d]`. The proof computes the mean separation, then applies the general limit after checking that the weights are nonnegative and sum to 1.

```lean
/-- For two equally weighted planes at heights `0` and `d`, the softening tends to `π |d|` as
`q → 0+`. -/
theorem bilayer_limit (d : ℝ) :
    Tendsto (softening ![1 / 2, 1 / 2] ![0, d]) (𝓝[>] 0) (𝓝 (π * |d|)) := by
  have hm : 2 * π * meanSeparation ![1 / 2, 1 / 2] ![0, d] = π * |d| := by
    have h : meanSeparation ![1 / 2, 1 / 2] ![0, d] = |d| / 2 := by
      simp [meanSeparation, Fin.sum_univ_two]
      ring
    rw [h]
    ring
  rw [← hm]
  refine (softening_bounds_and_limit _ _ ?_ ?_).2
  · intro i
    fin_cases i <;> norm_num
  · norm_num [Fin.sum_univ_two]

end

end LayeredElectronGas
```

```lean
#print axioms LayeredElectronGas.softening_eq_formFactor
-- 'LayeredElectronGas.softening_eq_formFactor' depends on axioms: [propext, Classical.choice, Quot.sound]
#print axioms LayeredElectronGas.softening_lower
-- 'LayeredElectronGas.softening_lower' depends on axioms: [propext, Classical.choice, Quot.sound]
#print axioms LayeredElectronGas.softening_strict
-- 'LayeredElectronGas.softening_strict' depends on axioms: [propext, Classical.choice, Quot.sound]
#print axioms LayeredElectronGas.bilayer_limit
-- 'LayeredElectronGas.bilayer_limit' depends on axioms: [propext, Classical.choice, Quot.sound]
```
